# The Kronig–Penney relation for a superlattice with different well and barrier masses

When the effective mass jumps at an interface, one must choose which pair of quantities to carry from layer to layer. Here the pair is $(\psi,\varphi)$ with $\varphi=\psi'/m$. Both are taken to be continuous at an interface, which keeps the probability current continuous, while $\psi'$ itself jumps with the mass.

The layers come from the effective-mass equation $-\tfrac{\hbar^2}{2}(\psi'/m)'+V\psi=E\psi$ with $m$ and $V$ constant in each layer. With $g=2m(V-E)/\hbar^2$ it reads $(\psi'/m)'=(g/m)\psi$. For an energy between the well bottom and the barrier top, $g=-k^2$ in the well and $g=\kappa^2$ in the barrier. In this energy range, the resulting relation determines which energies belong to the minibands of a superlattice, in a one-dimensional, single-band model of non-interacting electrons. Energies above the barrier top are not treated here.

## Layers and their matrices

In Lean 4 with Mathlib:

```lean
import Mathlib

open Matrix Set

namespace KronigPenneyMassMismatch

noncomputable section
```

This loads Mathlib and opens the notation for matrices and intervals.

```lean
/-- The pair `(ψ, φ)`, with `φ = ψ'/m`, solves `(ψ'/m)' = (g/m) ψ` in a layer of mass `m ≠ 0`
and width `L`, with position measured from the left edge of the layer. -/
def IsLayerSolution (g m L : ℝ) (ψ φ : ℝ → ℝ) : Prop :=
  ∀ x ∈ Icc 0 L, HasDerivWithinAt ψ (m * φ x) (Icc 0 L) x ∧
    HasDerivWithinAt φ (g / m * ψ x) (Icc 0 L) x
```

The second-order equation is written as two first-order ones, $\psi'=m\varphi$ and $\varphi'=(g/m)\psi$, on the closed interval `Icc 0 L`, that is $[0,L]$. `HasDerivWithinAt` uses only points inside the layer, so the derivatives at the two edges are one-sided. The functions are real; a complex solution can be treated through its real and imaginary parts.

```lean
/-- Transfer matrix on `(ψ, ψ'/m)` across a well of width `a`, for `k` and `m` nonzero. -/
def wellMatrix (k m a : ℝ) : Matrix (Fin 2) (Fin 2) ℝ :=
  !![Real.cos (k * a), m / k * Real.sin (k * a);
     -(k / m * Real.sin (k * a)), Real.cos (k * a)]
```

For a well of mass $m$ and width $a$, this is
$$W=\begin{pmatrix}\cos ka&\frac mk\sin ka\\-\frac km\sin ka&\cos ka\end{pmatrix}.$$
`Fin 2` labels rows and columns by 0 and 1.

```lean
/-- Transfer matrix on `(ψ, ψ'/m)` across a barrier of width `b`, for `κ` and `m` nonzero. -/
def barrierMatrix (κ m b : ℝ) : Matrix (Fin 2) (Fin 2) ℝ :=
  !![Real.cosh (κ * b), m / κ * Real.sinh (κ * b);
     κ / m * Real.sinh (κ * b), Real.cosh (κ * b)]
```

For a barrier of width $b$, the matrix $B$ has hyperbolic functions, and both off-diagonal entries carry a plus sign.

```lean
/-- Transfer matrix of one superlattice cell: first the well, then the barrier. -/
def cellMatrix (k κ mw mb a b : ℝ) : Matrix (Fin 2) (Fin 2) ℝ :=
  barrierMatrix κ mb b * wellMatrix k mw a
```

The cell matrix is $BW$; the well acts first, so it stands on the right. The continuity of $\psi$ and $\psi'/m$ enters through this definition: the output of the well is the input of the barrier.

```lean
/-- The mismatch parameter `η = κ mw / (k mb)`, for `k` and `mb` nonzero. -/
def eta (k κ mw mb : ℝ) : ℝ := κ * mw / (k * mb)
```

With $m_w$ and $m_b$ the two masses, $\eta=\kappa m_w/(k m_b)$ compares $\kappa/m_b$ with $k/m_w$. For equal masses it reduces to $\kappa/k$.

```lean
/-- The Kronig-Penney function `f` with mass mismatch, for nonzero wave numbers and masses. -/
def dispersion (k κ mw mb a b : ℝ) : ℝ :=
  Real.cos (k * a) * Real.cosh (κ * b) +
    (eta k κ mw mb - 1 / eta k κ mw mb) / 2 * Real.sin (k * a) * Real.sinh (κ * b)
```

This is the function
$$f=\cos ka\cosh\kappa b+\tfrac12\left(\eta-\tfrac1\eta\right)\sin ka\sinh\kappa b.$$
The energy does not appear: $k$ and $\kappa$ are independent parameters, which a physical application ties together through $E$.

```lean
/-- The phase factor `exp(iq)` is an eigenvalue of the real transfer matrix `M`,
with a nonzero complex eigenvector. -/
def IsBlochPhase (M : Matrix (Fin 2) (Fin 2) ℝ) (q : ℝ) : Prop :=
  ∃ v : Fin 2 → ℂ, v ≠ 0 ∧
    M.map (fun x : ℝ => (x : ℂ)) *ᵥ v = Complex.exp (q * Complex.I) • v
```

A real number $q$ is a Bloch phase of $M$ if $Mv=e^{iq}v$ for some nonzero complex vector $v$. The `map` turns real entries into complex ones, `*ᵥ` is matrix times vector, and `•` is multiplication by a scalar. Physically, $q$ is the Bloch wave number times the period $a+b$.

## Propagation across a layer

```lean
/-- In a uniform layer, the values of `ψ` and `ψ'/m` at the right edge follow from those at the
left edge through the two fundamental solutions `c` and `s`. -/
theorem layer_propagation {g m L : ℝ} (hm : m ≠ 0) (hL : 0 < L) {c s ψ φ : ℝ → ℝ}
    (hc : ∀ x, HasDerivAt c (g * s x) x) (hs : ∀ x, HasDerivAt s (c x) x)
    (hc0 : c 0 = 1) (hs0 : s 0 = 0) (hcs : c L ^ 2 - g * s L ^ 2 = 1)
    (h : IsLayerSolution g m L ψ φ) :
    ψ L = c L * ψ 0 + m * s L * φ 0 ∧ φ L = g / m * s L * ψ 0 + c L * φ 0 := by
  have hgm : m * (g / m) = g := by field_simp
  have hconst : ∀ F : ℝ → ℝ, (∀ x ∈ Icc 0 L, HasDerivWithinAt F 0 (Icc 0 L) x) →
      F L = F 0 := fun F hF =>
    constant_of_derivWithin_zero (fun x hx => (hF x hx).differentiableWithinAt)
      (fun x hx => (hF x (Ico_subset_Icc_self hx)).derivWithin
        (uniqueDiffOn_Icc hL x (Ico_subset_Icc_self hx))) L (right_mem_Icc.2 hL.le)
  -- two combinations are conserved across the layer
  have eA := hconst (fun x => c x * ψ x - m * (s x * φ x)) (fun x hx =>
    (((hc x).hasDerivWithinAt.mul (h x hx).1).sub
      (((hs x).hasDerivWithinAt.mul (h x hx).2).const_mul m)).congr_deriv (by
        linear_combination (-(s x * ψ x)) * hgm))
  have eB := hconst (fun x => c x * φ x - g / m * (s x * ψ x)) (fun x hx =>
    (((hc x).hasDerivWithinAt.mul (h x hx).2).sub
      (((hs x).hasDerivWithinAt.mul (h x hx).1).const_mul (g / m))).congr_deriv (by
        linear_combination (-(s x * φ x)) * hgm))
  simp only [hc0, hs0] at eA eB
  constructor
  · linear_combination c L * eA + m * s L * eB - ψ L * hcs + ψ L * s L ^ 2 * hgm
  · linear_combination g / m * s L * eA + c L * eB - φ L * hcs + φ L * s L ^ 2 * hgm
```

Let $c'=gs$, $s'=c$, $c(0)=1$, $s(0)=0$ and $c(L)^2-g\,s(L)^2=1$. Consider
$$A=c\psi-ms\varphi,\qquad D=c\varphi-\tfrac gm s\psi.$$
Their derivatives vanish:
$$A'=gs\psi+cm\varphi-mc\varphi-gs\psi=0,$$
$$D'=gs\varphi+\tfrac gm c\psi-\tfrac gm c\psi-gs\varphi=0.$$
Hence $A(L)=\psi(0)$ and $D(L)=\varphi(0)$. With $c$ and $s$ taken at $L$, the combinations $cA+msD$ and $\frac gm sA+cD$ give
$$\psi(L)=c\,\psi(0)+ms\,\varphi(0),\qquad \varphi(L)=\tfrac gm s\,\psi(0)+c\,\varphi(0).$$

In the proof, `hconst` says that a function with zero derivative on the layer has equal values at its ends. The equations `eA` and `eB` are the two conservation laws. The tactic `linear_combination` then checks the final algebra, with the same multipliers as above.

```lean
/-- The well matrix carries `(ψ, ψ'/m)` from the left to the right edge of the well, for every
real solution of the Schrödinger equation with wave number `k`. -/
theorem well_propagation {k m a : ℝ} (hk : 0 < k) (hm : 0 < m) (ha : 0 < a) {ψ φ : ℝ → ℝ}
    (h : IsLayerSolution (-k ^ 2) m a ψ φ) :
    ![ψ a, φ a] = wellMatrix k m a *ᵥ ![ψ 0, φ 0] := by
  obtain ⟨h1, h2⟩ := layer_propagation (c := fun x => Real.cos (k * x))
    (s := fun x => Real.sin (k * x) / k) hm.ne' ha
    (fun x => ((hasDerivAt_id' x).const_mul k).cos.congr_deriv (by field_simp))
    (fun x => (((hasDerivAt_id' x).const_mul k).sin.div_const k).congr_deriv (by field_simp))
    (by simp) (by simp)
    (by
      have e : k ^ 2 * (Real.sin (k * a) / k) ^ 2 = Real.sin (k * a) ^ 2 := by field_simp
      linear_combination e + Real.sin_sq_add_cos_sq (k * a)) h
  have e : k ^ 2 / m * (Real.sin (k * a) / k) = k / m * Real.sin (k * a) := by field_simp
  have e1 : ψ a = Real.cos (k * a) * ψ 0 + m / k * Real.sin (k * a) * φ 0 := by
    linear_combination h1
  have e2 : φ a = -(k / m * Real.sin (k * a)) * ψ 0 + Real.cos (k * a) * φ 0 := by
    linear_combination h2 - ψ 0 * e
  rw [e1, e2]
  ext i
  fin_cases i <;> simp [wellMatrix, Matrix.mulVec, dotProduct, Fin.sum_univ_two]
```

Take $g=-k^2$, $c=\cos kx$ and $s=\sin(kx)/k$. The required identity is $\cos^2ka+\sin^2ka=1$, and the coefficients $ms$ and $(g/m)s$ become the off-diagonal entries of $W$. So $W$ propagates every real layer solution, not just a chosen one.

```lean
/-- The barrier matrix carries `(ψ, ψ'/m)` from the left to the right edge of the barrier, for
every real solution of the Schrödinger equation with decay constant `κ`. -/
theorem barrier_propagation {κ m b : ℝ} (hκ : 0 < κ) (hm : 0 < m) (hb : 0 < b) {ψ φ : ℝ → ℝ}
    (h : IsLayerSolution (κ ^ 2) m b ψ φ) :
    ![ψ b, φ b] = barrierMatrix κ m b *ᵥ ![ψ 0, φ 0] := by
  obtain ⟨h1, h2⟩ := layer_propagation (c := fun x => Real.cosh (κ * x))
    (s := fun x => Real.sinh (κ * x) / κ) hm.ne' hb
    (fun x => ((hasDerivAt_id' x).const_mul κ).cosh.congr_deriv (by field_simp))
    (fun x => (((hasDerivAt_id' x).const_mul κ).sinh.div_const κ).congr_deriv (by field_simp))
    (by simp) (by simp)
    (by
      have e : κ ^ 2 * (Real.sinh (κ * b) / κ) ^ 2 = Real.sinh (κ * b) ^ 2 := by field_simp
      linear_combination Real.cosh_sq (κ * b) - e) h
  have e : κ ^ 2 / m * (Real.sinh (κ * b) / κ) = κ / m * Real.sinh (κ * b) := by field_simp
  have e1 : ψ b = Real.cosh (κ * b) * ψ 0 + m / κ * Real.sinh (κ * b) * φ 0 := by
    linear_combination h1
  have e2 : φ b = κ / m * Real.sinh (κ * b) * ψ 0 + Real.cosh (κ * b) * φ 0 := by
    linear_combination h2 + ψ 0 * e
  rw [e1, e2]
  ext i
  fin_cases i <;> simp [barrierMatrix, Matrix.mulVec, dotProduct, Fin.sum_univ_two]
```

For the barrier, $g=\kappa^2$, $c=\cosh\kappa x$ and $s=\sinh(\kappa x)/\kappa$, with $\cosh^2\kappa b-\sinh^2\kappa b=1$. The proof follows the same route.

## From half trace to Bloch phase

```lean
/-- For a real transfer matrix of determinant 1 and real `q`, `exp(iq)` is an eigenvalue exactly
when `cos q` equals half the trace. -/
theorem isBlochPhase_iff (M : Matrix (Fin 2) (Fin 2) ℝ) (hdet : M.det = 1) (q : ℝ) :
    IsBlochPhase M q ↔ Real.cos q = M.trace / 2 := by
  have h1 : IsBlochPhase M q ↔ (M.map (fun x : ℝ => (x : ℂ)) -
      Complex.exp (q * Complex.I) • (1 : Matrix (Fin 2) (Fin 2) ℂ)).det = 0 := by
    rw [← Matrix.exists_mulVec_eq_zero_iff]
    simp only [IsBlochPhase, Matrix.sub_mulVec, Matrix.smul_mulVec, Matrix.one_mulVec,
      sub_eq_zero]
  have hdz : ∀ z : ℂ, (M.map (fun x : ℝ => (x : ℂ)) -
      z • (1 : Matrix (Fin 2) (Fin 2) ℂ)).det =
      ((M 0 0 : ℂ) - z) * ((M 1 1 : ℂ) - z) - (M 0 1 : ℂ) * (M 1 0 : ℂ) := by
    intro z
    simp [Matrix.det_fin_two]
  have hcos : (Real.cos q : ℂ) =
      (Complex.exp (q * Complex.I) + Complex.exp (-q * Complex.I)) / 2 := by
    rw [Complex.ofReal_cos]; rfl
  have hzw : Complex.exp (q * Complex.I) * Complex.exp (-q * Complex.I) = 1 := by
    rw [← Complex.exp_add]; simp
  have hdetC : (M 0 0 : ℂ) * (M 1 1 : ℂ) - (M 0 1 : ℂ) * (M 1 0 : ℂ) = 1 := by
    rw [Matrix.det_fin_two] at hdet
    exact_mod_cast hdet
  -- the characteristic polynomial factors on the unit circle
  have hd : (M.map (fun x : ℝ => (x : ℂ)) -
      Complex.exp (q * Complex.I) • (1 : Matrix (Fin 2) (Fin 2) ℂ)).det =
      Complex.exp (q * Complex.I) * ((2 * Real.cos q - (M 0 0 + M 1 1) : ℝ) : ℂ) := by
    rw [hdz]
    push_cast [-Complex.ofReal_cos]
    rw [hcos]
    linear_combination hdetC - hzw
  rw [h1, hd, mul_eq_zero, or_iff_right (Complex.exp_ne_zero _), Complex.ofReal_eq_zero,
    Matrix.trace_fin_two]
  constructor <;> intro h <;> linarith
```

Let $M$ be real with determinant 1 and trace $T$, and let $z=e^{iq}$. A nonzero eigenvector exists exactly when $\det(M-z)=0$, which is `h1`. Since $z^{-1}=e^{-iq}$,
$$\det(M-z)=z^2-Tz+1=z\,(z+z^{-1}-T)=z\,(2\cos q-T).$$
This factorisation is `hd`. As $z\neq0$, the condition is $\cos q=T/2$.

The determinant hypothesis matters. For $M=\mathrm{diag}(2,0)$ the half trace is $1=\cos 0$, yet $e^{i0}=1$ is not an eigenvalue.

```lean
/-- Kronig-Penney relation with mass mismatch: the cell matrix has determinant 1 and half trace
`f`, and for real `q` the phase factor `exp(iq)` is an eigenvalue exactly when `cos q = f`. -/
theorem kronig_penney_mass_mismatch {k κ mw mb : ℝ} (hk : 0 < k) (hκ : 0 < κ) (hw : 0 < mw)
    (hb : 0 < mb) (a b : ℝ) :
    (cellMatrix k κ mw mb a b).det = 1 ∧
    (cellMatrix k κ mw mb a b).trace / 2 = dispersion k κ mw mb a b ∧
    ∀ q : ℝ, IsBlochPhase (cellMatrix k κ mw mb a b) q ↔
      Real.cos q = dispersion k κ mw mb a b := by
  have hdw : (wellMatrix k mw a).det = 1 := by
    have e : mw / k * (k / mw) = 1 := by field_simp
    rw [wellMatrix, Matrix.det_fin_two_of]
    linear_combination Real.sin_sq_add_cos_sq (k * a) + Real.sin (k * a) ^ 2 * e
  have hdb : (barrierMatrix κ mb b).det = 1 := by
    have e : mb / κ * (κ / mb) = 1 := by field_simp
    rw [barrierMatrix, Matrix.det_fin_two_of]
    linear_combination Real.cosh_sq (κ * b) - Real.sinh (κ * b) ^ 2 * e
  have hdet : (cellMatrix k κ mw mb a b).det = 1 := by
    rw [cellMatrix, Matrix.det_mul, hdw, hdb, one_mul]
  have htr : (cellMatrix k κ mw mb a b).trace / 2 = dispersion k κ mw mb a b := by
    simp only [cellMatrix, barrierMatrix, wellMatrix, dispersion, eta, Matrix.mul_fin_two,
      Matrix.trace_fin_two_of]
    field_simp
    ring
  exact ⟨hdet, htr, fun q => by rw [isBlochPhase_iff _ hdet, htr]⟩
```

The hypotheses are that $k$, $\kappa$ and both masses are positive; the widths may be any real numbers, though only positive ones describe layers. The three conclusions are joined by `∧`.

For the determinant, $\det W=\cos^2ka+\sin^2ka=1$ and $\det B=\cosh^2\kappa b-\sinh^2\kappa b=1$, so $\det(BW)=1$. The diagonal entries of the product are
$$(BW)_{00}=\cos ka\cosh\kappa b-\tfrac1\eta\sin ka\sinh\kappa b,$$
$$(BW)_{11}=\cos ka\cosh\kappa b+\eta\sin ka\sinh\kappa b.$$
Half their sum is $f$; `field_simp` and `ring` do this computation in `htr`. The preceding theorem then gives the Bloch condition $\cos q=f$. Reading its eigenvectors as Bloch waves on an infinite periodic structure is the usual physical interpretation, which the file leaves to the reader.

## Allowed phases and gaps

```lean
/-- A real Bloch phase exists exactly when `|f| ≤ 1`. -/
theorem allowed_iff {k κ mw mb : ℝ} (hk : 0 < k) (hκ : 0 < κ) (hw : 0 < mw) (hb : 0 < mb)
    (a b : ℝ) :
    (∃ q, IsBlochPhase (cellMatrix k κ mw mb a b) q) ↔ |dispersion k κ mw mb a b| ≤ 1 := by
  simp only [(kronig_penney_mass_mismatch hk hκ hw hb a b).2.2]
  constructor
  · rintro ⟨q, hq⟩
    rw [← hq]
    exact Real.abs_cos_le_one q
  · intro h
    exact ⟨_, Real.cos_arccos (abs_le.1 h).1 (abs_le.1 h).2⟩
```

If $\cos q=f$, then $|f|\le1$. Conversely, if $|f|\le1$, then $q=\arccos f$ works. These are the two directions of `↔`.

```lean
/-- When `ka = π/2`, a real Bloch phase exists exactly when `|η - 1/η| sinh κb ≤ 2`. -/
theorem quarter_wave_allowed_iff {k κ mw mb a b : ℝ} (hk : 0 < k) (hκ : 0 < κ) (hw : 0 < mw)
    (hm : 0 < mb) (hb : 0 < b) (hka : k * a = Real.pi / 2) :
    (∃ q, IsBlochPhase (cellMatrix k κ mw mb a b) q) ↔
      |eta k κ mw mb - 1 / eta k κ mw mb| * Real.sinh (κ * b) ≤ 2 := by
  have hs : 0 < Real.sinh (κ * b) := Real.sinh_pos_iff.2 (mul_pos hκ hb)
  have hf : |dispersion k κ mw mb a b| =
      |eta k κ mw mb - 1 / eta k κ mw mb| / 2 * Real.sinh (κ * b) := by
    rw [dispersion, hka, Real.cos_pi_div_two, Real.sin_pi_div_two, zero_mul, zero_add, mul_one,
      abs_mul, abs_div, abs_of_pos hs, abs_of_pos (two_pos : (0 : ℝ) < 2)]
  rw [allowed_iff hk hκ hw hm, hf]
  constructor <;> intro h <;> linarith
```

At $ka=\pi/2$ the cosine vanishes and the sine is 1, so $|f|=\tfrac12|\eta-1/\eta|\sinh\kappa b$. The condition $|f|\le1$ becomes the stated inequality. At $\eta=1$ it holds for every barrier width.

```lean
/-- When `ka` is an integer multiple of `π`, no real Bloch phase exists, for any positive masses
and any barrier of positive width. -/
theorem half_wave_gap {k κ mw mb a b : ℝ} (hk : 0 < k) (hκ : 0 < κ) (hw : 0 < mw)
    (hm : 0 < mb) (hb : 0 < b) (n : ℤ) (hka : k * a = n * Real.pi) :
    ¬ ∃ q, IsBlochPhase (cellMatrix k κ mw mb a b) q := by
  have hf : |dispersion k κ mw mb a b| = Real.cosh (κ * b) := by
    rw [dispersion, hka, Real.sin_int_mul_pi, mul_zero, zero_mul, add_zero, abs_mul,
      Real.abs_cos_int_mul_pi, one_mul, abs_of_pos (Real.cosh_pos _)]
  rw [allowed_iff hk hκ hw hm, hf, not_le]
  exact Real.one_lt_cosh.2 (mul_pos hκ hb).ne'

end

end KronigPenneyMassMismatch
```

At $ka=n\pi$ the sine vanishes and $|\cos ka|=1$, so $|f|=\cosh\kappa b$. This exceeds 1 because $\kappa b>0$. Such a point therefore lies in a gap, whatever the two masses are.

```lean
#print axioms KronigPenneyMassMismatch.barrier_propagation
#print axioms KronigPenneyMassMismatch.kronig_penney_mass_mismatch
#print axioms KronigPenneyMassMismatch.quarter_wave_allowed_iff
#print axioms KronigPenneyMassMismatch.half_wave_gap
```

```
'KronigPenneyMassMismatch.barrier_propagation' depends on axioms: [propext, Classical.choice, Quot.sound]
'KronigPenneyMassMismatch.kronig_penney_mass_mismatch' depends on axioms: [propext, Classical.choice, Quot.sound]
'KronigPenneyMassMismatch.quarter_wave_allowed_iff' depends on axioms: [propext, Classical.choice, Quot.sound]
'KronigPenneyMassMismatch.half_wave_gap' depends on axioms: [propext, Classical.choice, Quot.sound]
```
